# The range of a continuous real symbol confines the eigenvalues of its Toeplitz matrices at every size

## Can a long even-tempered set come arbitrarily close to linear dependence?

I put s Gaussians on one atom, with exponents in geometric progression, and keep adding functions at both ends. The smallest eigenvalue of the overlap matrix falls with each addition, and I would like to know whether it can come arbitrarily close to zero or stops at some positive floor set by the ratio of the exponents.

The overlap of two such functions depends only on how many steps apart they are, so the matrix has entries t_(j−k). The claim I have in mind is this. Let f be continuous, real and even on [−π, π] with m ≤ f ≤ M, and let

t_k = (1/(2π)) ∫ f(θ) cos(kθ) dθ, with θ from −π to π.

Then for every n, all eigenvalues of the n by n matrix t_(j−k) lie in [m, M]. The minimum of f would be a floor that no number of functions can break. Can this be proved in full, with the Gaussian integrals included, and checked by a proof assistant?

## The eigenvalue as a weighted mean of the symbol

Yes, and f need not be even, because its odd part integrates to zero against a cosine. The function f is called the symbol of the matrix here; in the usual convention, with exp(−ikθ) in place of cos(kθ), the symbol of this matrix is the even part of f.

Number the basis functions j = 0, …, n−1 and take a real vector v with components v_j. Define the weight

W(θ) = |Σ_j v_j exp(ijθ)|² = (Σ_j v_j cos jθ)² + (Σ_j v_j sin jθ)².

Multiplying out the squares and using cos jθ cos kθ + sin jθ sin kθ = cos((j−k)θ) gives

W(θ) = Σ_j Σ_k v_j v_k cos((j−k)θ).

Multiply by f, integrate over [−π, π] and divide by 2π. Each cosine becomes a coefficient t_(j−k):

Σ_j Σ_k v_j t_(j−k) v_k = (1/(2π)) ∫ f(θ) W(θ) dθ.

Now put f = 1. The integral of cos(kθ) is 2π for k = 0 and 2 sin(kπ)/k = 0 for every other integer k, so the matrix is the identity and

Σ_j v_j² = (1/(2π)) ∫ W(θ) dθ.

Let v be a nonzero eigenvector with eigenvalue μ. The left side of the first integral formula is then μ Σ_j v_j². Since W ≥ 0, we have m W ≤ f W ≤ M W at each θ, and integration gives

m Σ_j v_j² ≤ μ Σ_j v_j² ≤ M Σ_j v_j².

Dividing by Σ_j v_j² > 0 leaves m ≤ μ ≤ M. The size n has played no part in the bound.

## The overlap of two Gaussians in the sequence

For exponents a, b > 0 the product of exp(−ar²) and exp(−br²) is a Gaussian with exponent a + b, whose integral over space is (π/(a+b))^(3/2). Dividing by the norms gives the overlap

S(a, b) = (π/(a+b))^(3/2) / √((π/(2a))^(3/2) (π/(2b))^(3/2)) = (4ab/(a+b)²)^(3/4).

Take a = αβ^j and b = αβ^k with α, β > 0, and divide numerator and denominator inside the bracket by (αβ^k)². With x = β^(j−k),

S = (4x/(1+x)²)^(3/4).

The scale α has dropped out and only j−k remains. Write s_d for this value at x = β^d. If a continuous f has t_d = s_d for every integer d, the overlap matrix is the Toeplitz matrix of f, and the bounds apply to it.

## The Lean file

```lean
import Mathlib

open MeasureTheory Matrix
open scoped Real

namespace EvenTemperedSymbol

noncomputable section

/-- The cosine coefficient `t_k` of a symbol `f` on `[-π, π]`. -/
def cosCoeff (f : ℝ → ℝ) (k : ℤ) : ℝ :=
  1 / (2 * π) * ∫ θ in (-π)..π, f θ * Real.cos (k * θ)

/-- The `n` by `n` Toeplitz matrix with entries `t_(j-k)`. -/
def toeplitz (f : ℝ → ℝ) (n : ℕ) : Matrix (Fin n) (Fin n) ℝ :=
  Matrix.of fun j k => cosCoeff f (((j : ℕ) : ℤ) - ((k : ℕ) : ℤ))

/-- The squared modulus of the trigonometric polynomial `∑ v_j exp(i j θ)`. -/
def spectralWeight {n : ℕ} (v : Fin n → ℝ) (θ : ℝ) : ℝ :=
  (∑ j, v j * Real.cos (((j : ℕ) : ℝ) * θ)) ^ 2 +
    (∑ j, v j * Real.sin (((j : ℕ) : ℝ) * θ)) ^ 2

/-- The integral over space of the product of two concentric s Gaussians with exponents
`a, b > 0`. -/
def gaussianProduct (a b : ℝ) : ℝ :=
  ∫ r : EuclideanSpace ℝ (Fin 3), Real.exp (-a * ‖r‖ ^ 2) * Real.exp (-b * ‖r‖ ^ 2)

/-- The overlap of the two Gaussians after normalisation, for `a, b > 0`. -/
def overlap (a b : ℝ) : ℝ :=
  gaussianProduct a b / Real.sqrt (gaussianProduct a a * gaussianProduct b b)

/-- The overlap matrix of the even-tempered exponents `α β^j`, `j < n`, for `α, β > 0`. -/
def overlapMatrix (α β : ℝ) (n : ℕ) : Matrix (Fin n) (Fin n) ℝ :=
  Matrix.of fun j k => overlap (α * β ^ (j : ℕ)) (α * β ^ (k : ℕ))

/-- The integral of `cos(kθ)` over a full period is `2π` for `k = 0` and vanishes for every
other integer `k`. -/
theorem integral_cos_int (k : ℤ) :
    ∫ θ in (-π)..π, Real.cos (k * θ) = if k = 0 then 2 * π else 0 := by
  split_ifs with h
  · subst h
    simp only [Int.cast_zero, zero_mul, Real.cos_zero, intervalIntegral.integral_const,
      smul_eq_mul]
    ring
  · have hk : (k : ℝ) ≠ 0 := by exact_mod_cast h
    rw [intervalIntegral.integral_comp_mul_left Real.cos hk, integral_cos, mul_neg,
      Real.sin_neg, Real.sin_int_mul_pi]
    simp

/-- The Toeplitz matrix of cosine coefficients is symmetric. -/
theorem toeplitz_isSymm (f : ℝ → ℝ) (n : ℕ) : (toeplitz f n).IsSymm := by
  ext j k
  simp only [Matrix.transpose_apply, toeplitz, Matrix.of_apply, cosCoeff]
  congr 2
  funext θ
  rw [← Real.cos_neg]
  push_cast
  ring_nf

/-- For a continuous symbol, the quadratic form of the Toeplitz matrix is the mean over a period
of the symbol times the spectral weight of the vector. -/
theorem toeplitz_quadratic_form {f : ℝ → ℝ} (hf : ContinuousOn f (Set.Icc (-π) π))
    {n : ℕ} (v : Fin n → ℝ) :
    v ⬝ᵥ (toeplitz f n *ᵥ v) =
      1 / (2 * π) * ∫ θ in (-π)..π, f θ * spectralWeight v θ := by
  have hpi : -π ≤ π := by linarith [Real.pi_pos]
  have hC : ∀ k : ℤ, ContinuousOn (fun θ => f θ * Real.cos (k * θ)) (Set.Icc (-π) π) :=
    fun k => hf.mul (Continuous.continuousOn (by fun_prop))
  -- the squared modulus is a double sum over cosines of differences
  have e : ∀ θ, f θ * spectralWeight v θ = ∑ j, ∑ k, v j * v k *
      (f θ * Real.cos (((((j : ℕ) : ℤ) - ((k : ℕ) : ℤ) : ℤ) : ℝ) * θ)) := by
    intro θ
    rw [spectralWeight, sq, sq, Finset.sum_mul_sum, Finset.sum_mul_sum,
      ← Finset.sum_add_distrib, Finset.mul_sum]
    refine Finset.sum_congr rfl fun j _ => ?_
    rw [← Finset.sum_add_distrib, Finset.mul_sum]
    refine Finset.sum_congr rfl fun k _ => ?_
    push_cast
    rw [sub_mul, Real.cos_sub]
    ring
  simp only [e]
  rw [intervalIntegral.integral_finsetSum]
  · simp only [dotProduct, Matrix.mulVec, toeplitz, Matrix.of_apply, cosCoeff, Finset.mul_sum]
    refine Finset.sum_congr rfl fun j _ => ?_
    rw [intervalIntegral.integral_finsetSum, Finset.mul_sum]
    · refine Finset.sum_congr rfl fun k _ => ?_
      rw [intervalIntegral.integral_const_mul]
      ring
    · exact fun k _ => (continuousOn_const.mul (hC _)).intervalIntegrable_of_Icc hpi
  · exact fun j _ => (continuousOn_finsetSum _ fun k _ =>
      continuousOn_const.mul (hC _)).intervalIntegrable_of_Icc hpi

/-- If a continuous symbol satisfies `m ≤ f ≤ M` on `[-π, π]`, every eigenvalue of its `n` by `n`
Toeplitz matrix lies in `[m, M]`, for every `n`. -/
theorem toeplitz_eigenvalue_bounds {f : ℝ → ℝ} (hf : ContinuousOn f (Set.Icc (-π) π))
    {m M : ℝ} (hm : ∀ θ ∈ Set.Icc (-π) π, m ≤ f θ) (hM : ∀ θ ∈ Set.Icc (-π) π, f θ ≤ M)
    {n : ℕ} {v : Fin n → ℝ} (hv : v ≠ 0) {μ : ℝ} (hev : toeplitz f n *ᵥ v = μ • v) :
    m ≤ μ ∧ μ ≤ M := by
  have hpi : -π ≤ π := by linarith [Real.pi_pos]
  have hc : 0 < 1 / (2 * π) := by positivity
  have hW : Continuous (spectralWeight v) := by unfold spectralWeight; fun_prop
  have hW0 : ∀ θ, 0 ≤ spectralWeight v θ := fun θ => by unfold spectralWeight; positivity
  have hN : 0 < v ⬝ᵥ v := by
    obtain ⟨i, hi⟩ := Function.ne_iff.mp hv
    exact Finset.sum_pos' (fun _ _ => mul_self_nonneg _)
      ⟨i, Finset.mem_univ i, mul_self_pos.mpr hi⟩
  -- the constant symbol 1 gives the identity matrix, hence Parseval's relation
  have hone : toeplitz (fun _ => 1) n = 1 := by
    ext j k
    simp only [toeplitz, Matrix.of_apply, cosCoeff, one_mul, integral_cos_int,
      Matrix.one_apply, sub_eq_zero, Nat.cast_inj, Fin.val_inj]
    split_ifs
    · exact one_div_mul_cancel (by positivity)
    · exact mul_zero _
  have h1 := toeplitz_quadratic_form (f := fun _ => 1) continuousOn_const v
  rw [hone, Matrix.one_mulVec] at h1
  simp only [one_mul] at h1
  have hq := toeplitz_quadratic_form hf v
  rw [hev, dotProduct_smul, smul_eq_mul] at hq
  -- compare the two integrals pointwise
  have hfW : IntervalIntegrable (fun θ => f θ * spectralWeight v θ) volume (-π) π :=
    (hf.mul hW.continuousOn).intervalIntegrable_of_Icc hpi
  have hcW : ∀ c : ℝ, IntervalIntegrable (fun θ => c * spectralWeight v θ) volume (-π) π :=
    fun c => (continuous_const.mul hW).intervalIntegrable _ _
  have lo := mul_le_mul_of_nonneg_left (intervalIntegral.integral_mono_on hpi (hcW m) hfW
    fun θ hθ => mul_le_mul_of_nonneg_right (hm θ hθ) (hW0 θ)) hc.le
  have hi := mul_le_mul_of_nonneg_left (intervalIntegral.integral_mono_on hpi hfW (hcW M)
    fun θ hθ => mul_le_mul_of_nonneg_right (hM θ hθ) (hW0 θ)) hc.le
  rw [intervalIntegral.integral_const_mul] at lo hi
  constructor
  · refine le_of_mul_le_mul_right ?_ hN
    rw [hq, h1]
    linarith
  · refine le_of_mul_le_mul_right ?_ hN
    rw [hq, h1]
    linarith

/-- For positive exponents the product of two concentric s Gaussians integrates to
`(π/(a+b))^(3/2)`. -/
theorem gaussianProduct_eq {a b : ℝ} (ha : 0 < a) (hb : 0 < b) :
    gaussianProduct a b = (π / (a + b)) ^ (3 / 2 : ℝ) := by
  have e : ∀ r : EuclideanSpace ℝ (Fin 3), Real.exp (-a * ‖r‖ ^ 2) * Real.exp (-b * ‖r‖ ^ 2) =
      Real.exp (-(a + b) * ‖r‖ ^ 2) := fun r => by
    rw [← Real.exp_add]
    congr 1
    ring
  simp only [gaussianProduct, e]
  rw [GaussianFourier.integral_rexp_neg_mul_sq_norm (add_pos ha hb), finrank_euclideanSpace_fin]
  norm_num

/-- The overlap of two normalised concentric s Gaussians with positive exponents `a` and `b` is
`(4ab/(a+b)²)^(3/4)`. -/
theorem overlap_eq {a b : ℝ} (ha : 0 < a) (hb : 0 < b) :
    overlap a b = (4 * a * b / (a + b) ^ 2) ^ (3 / 4 : ℝ) := by
  have e : (π / (a + b)) ^ (3 / 2 : ℝ) = ((π / (a + b)) ^ 2) ^ (3 / 4 : ℝ) := by
    rw [← Real.rpow_natCast, ← Real.rpow_mul (by positivity)]
    norm_num
  rw [overlap, gaussianProduct_eq ha hb, gaussianProduct_eq ha ha, gaussianProduct_eq hb hb,
    ← Real.mul_rpow (by positivity) (by positivity), Real.sqrt_eq_rpow,
    ← Real.rpow_mul (by positivity), e, show (3 / 2 * (1 / 2) : ℝ) = 3 / 4 by norm_num,
    ← Real.div_rpow (by positivity) (by positivity)]
  congr 1
  rw [← two_mul a, ← two_mul b]
  field_simp
  ring

/-- For `α, β > 0` the overlap of two even-tempered functions depends only on the difference of
their positions in the sequence. -/
theorem overlap_evenTempered {α β : ℝ} (hα : 0 < α) (hβ : 0 < β) (j k : ℕ) :
    overlap (α * β ^ j) (α * β ^ k) = overlap (β ^ ((j : ℤ) - (k : ℤ))) 1 := by
  rw [overlap_eq (by positivity) (by positivity), overlap_eq (zpow_pos hβ _) one_pos,
    zpow_sub₀ hβ.ne', zpow_natCast, zpow_natCast]
  have hx : 0 < β ^ j := pow_pos hβ _
  have hy : 0 < β ^ k := pow_pos hβ _
  congr 1
  generalize β ^ j = x at *
  generalize β ^ k = y at *
  field_simp

/-- Let `α, β > 0` and let `f` be a continuous symbol whose cosine coefficients are the overlaps
of even-tempered functions `d` steps apart. Then bounds `m ≤ f ≤ M` on `[-π, π]` bound every
eigenvalue of the even-tempered overlap matrix, whatever the number `n` of functions. -/
theorem overlapMatrix_eigenvalue_bounds {α β : ℝ} (hα : 0 < α) (hβ : 0 < β) {f : ℝ → ℝ}
    (hf : ContinuousOn f (Set.Icc (-π) π)) (hs : ∀ d : ℤ, cosCoeff f d = overlap (β ^ d) 1)
    {m M : ℝ} (hm : ∀ θ ∈ Set.Icc (-π) π, m ≤ f θ) (hM : ∀ θ ∈ Set.Icc (-π) π, f θ ≤ M)
    {n : ℕ} {v : Fin n → ℝ} (hv : v ≠ 0) {μ : ℝ} (hev : overlapMatrix α β n *ᵥ v = μ • v) :
    m ≤ μ ∧ μ ≤ M := by
  have h : overlapMatrix α β n = toeplitz f n := by
    ext j k
    simp only [overlapMatrix, toeplitz, Matrix.of_apply]
    rw [hs, overlap_evenTempered hα hβ]
  rw [h] at hev
  exact toeplitz_eigenvalue_bounds hf hm hM hv hev

end

end EvenTemperedSymbol
```

```lean
#print axioms EvenTemperedSymbol.toeplitz_isSymm
-- 'EvenTemperedSymbol.toeplitz_isSymm' depends on axioms: [propext, Classical.choice, Quot.sound]
#print axioms EvenTemperedSymbol.toeplitz_eigenvalue_bounds
-- 'EvenTemperedSymbol.toeplitz_eigenvalue_bounds' depends on axioms: [propext, Classical.choice, Quot.sound]
#print axioms EvenTemperedSymbol.overlapMatrix_eigenvalue_bounds
-- 'EvenTemperedSymbol.overlapMatrix_eigenvalue_bounds' depends on axioms: [propext, Classical.choice, Quot.sound]
```

## What the theorems say about the basis set

`cosCoeff f k` is t_k for an integer k, and `toeplitz f n` is the matrix t_(j−k), with indices in `Fin n` running from 0 to n−1. `spectralWeight v θ` is W(θ).

`toeplitz_eigenvalue_bounds` takes a symbol continuous on the closed interval [−π, π], bounds m and M there, a nonzero real vector `v` and a real number `μ` with `toeplitz f n *ᵥ v = μ • v`. It concludes `m ≤ μ ∧ μ ≤ M`. Real vectors suffice because `toeplitz_isSymm` shows the matrix to be symmetric, and a real symmetric matrix has real eigenvalues with real eigenvectors. The numbers m and M may be any valid bounds, not necessarily the extreme values of f.

On the physical side, `gaussianProduct a b` is the actual integral over three-dimensional Euclidean space, and `overlap a b` divides it by the norms. `overlapMatrix α β n` collects the overlaps for the exponents αβ^j.

`overlapMatrix_eigenvalue_bounds` joins the two parts under the hypothesis `hs`, which says that the cosine coefficients of f are the overlaps of functions d steps apart. This condition is assumed, not derived. It stands for the overlaps dying out fast enough along the sequence to be the Fourier coefficients of a continuous function. For β > 1 they fall off like β^(−3d/4), and the natural candidate is

f(θ) = 1 + 2 Σ_(d≥1) s_d cos(dθ).

For β = 1 all the functions coincide, every overlap is 1, and no continuous symbol exists.

The theorem also leaves the value of m open. For concentric s Gaussians with even-tempered exponents, a positive m keeps the smallest eigenvalue away from zero at any length and the condition number of the overlap matrix at or below M/m; a negative or zero m says nothing of the kind. Exact linear dependence is not the concern, since Gaussians with different exponents are always linearly independent. The floor is low when β is close to 1: two neighbouring functions alone have the eigenvalue 1 − s_1, so m cannot exceed that. Higher angular momenta, several centres and contracted functions are not treated.

## From the double sum to the overlap matrix

`integral_cos_int` evaluates the integral of cos(kθ), treating k = 0 separately. `toeplitz_isSymm` uses the evenness of the cosine.

`toeplitz_quadratic_form` is the first integral formula. Its local statement `e` expands f W into the double sum through `Real.cos_sub`. Then `intervalIntegral.integral_finsetSum`, applied once for each sum, exchanges summation and integration; continuity of f supplies the integrability this requires.

In `toeplitz_eigenvalue_bounds`, `hone` shows that the symbol 1 gives the identity matrix, and `h1` is the resulting formula for Σ_j v_j². The equation `hq` is the quadratic form of the eigenvector. The inequalities `lo` and `hi` integrate m W ≤ f W and f W ≤ M W by `intervalIntegral.integral_mono_on`, and `le_of_mul_le_mul_right` cancels the positive factor Σ_j v_j².

`gaussianProduct_eq` merges the exponentials and applies Mathlib's Gaussian integral in dimension three. `overlap_eq` brings numerator and denominator to the common power 3/4, after which only a rational identity is left. `overlap_evenTempered` proves that only j−k matters, which was shown above by dividing by (αβ^k)². The last theorem uses it with `hs` to show that the overlap matrix equals `toeplitz f n`, entry by entry, and then applies the general bound.

## Estimating the floor numerically

In a calculation the symbol is approximated by a finite cosine sum, evaluated once for a given β > 1, without building or diagonalising any overlap matrix:

```python
import numpy as np

beta, D = 3.0, 60
d = np.arange(1, D + 1)
s = (4 * beta**d / (1 + beta**d)**2)**0.75
theta = np.linspace(0, np.pi, 2001)
f = 1 + 2 * np.cos(np.outer(theta, d)) @ s
print(f.min(), f.max())
```

Half the interval is enough because this f is even. The printed minimum is an estimate of m, not yet a safe bound. To make it one, subtract an allowance for the omitted terms, which is at most 2 Σ_(d>D) s_d, and another for the variation of f between grid points, which is at most half the grid spacing times 2 Σ_(d≥1) d s_d, a bound on the slope of f. If the allowances exceed the printed minimum, a finer grid or a larger D is needed. The maximum lies at θ = 0, since all s_d are positive.

The estimate can be compared with the threshold below which a program discards eigenvectors of the overlap matrix. If a safe m lies above that threshold, no vector of a one-centre, even-tempered s set with this β will be discarded, however long the set, as long as rounding errors stay small compared with the margin.
